# Double differences of a finite table of states sum to one entry, and d⁵ has 16 LS terms

Let $N(M_L,M_S)$ be the number of determinants of an open shell with total orbital projection $M_L$ and total spin projection $M_S$, and let an LS term be a pair $(L,S)$ that contributes one state for each $M_L=-L,\dots,L$ and $M_S=-S,\dots,S$ in unit steps. The problem is to find from this table which terms the shell has and how many; the code stores spins doubled, so `S2` and `M2` mean $2S$ and $2M_S$, not squares.

```lean
import Mathlib

namespace LSTermCounting

/-- The double difference `N(L,S) - N(L+1,S) - N(L,S+1) + N(L+1,S+1)` of a table of states.
The second argument of the table is twice the spin projection. -/
def doubleDiff (N : ℤ → ℤ → ℤ) (L S2 : ℤ) : ℤ :=
  N L S2 - N (L + 1) S2 - N L (S2 + 2) + N (L + 1) (S2 + 2)

/-- The number of states, 0 or 1, that the LS term `t = (L, 2S)` has at orbital projection `ML`
and doubled spin projection `M2`. -/
def termStates (t : ℕ × ℕ) (ML M2 : ℤ) : ℤ :=
  if -(t.1 : ℤ) ≤ ML ∧ ML ≤ t.1 ∧ -(t.2 : ℤ) ≤ M2 ∧ M2 ≤ t.2 ∧ ((t.2 : ℤ) - M2) % 2 = 0
  then 1 else 0

/-- The table of states of a collection of LS terms, in which a term may occur repeatedly. -/
def termTable (T : Multiset (ℕ × ℕ)) (ML M2 : ℤ) : ℤ :=
  (T.map fun t => termStates t ML M2).sum

/-- The total orbital projection of a determinant, given as a set of occupied spin orbitals
of a shell with orbital quantum number `l`. -/
def detML {l : ℕ} (D : Finset (Fin (2 * l + 1) × Bool)) : ℤ :=
  ∑ o ∈ D, (((o.1 : ℕ) : ℤ) - l)

/-- Twice the total spin projection of a determinant. -/
def detM2 {l : ℕ} (D : Finset (Fin (2 * l + 1) × Bool)) : ℤ :=
  ∑ o ∈ D, if o.2 then 1 else -1

/-- The number of `n`-electron determinants of an `l` shell with orbital projection `ML`
and doubled spin projection `M2`. -/
def detTable (l n : ℕ) (ML M2 : ℤ) : ℤ :=
  (((Finset.powersetCard n (Finset.univ : Finset (Fin (2 * l + 1) × Bool))).filter
    fun D => detM2 D = M2 ∧ detML D = ML).card : ℤ)

/-- Summed over a finite rectangle of `L` and `S` values, the double differences of any table
reduce to its four corner values. -/
theorem sum_doubleDiff (N : ℤ → ℤ → ℤ) (s : ℤ) (A B : ℕ) :
    ∑ L ∈ Finset.range A, ∑ k ∈ Finset.range B, doubleDiff N L (s + 2 * k)
      = N 0 s - N A s - N 0 (s + 2 * B) + N A (s + 2 * B) := by
  -- telescope in the spin direction
  have inner : ∀ L : ℤ, ∑ k ∈ Finset.range B, doubleDiff N L (s + 2 * k)
      = N L s - N (L + 1) s - N L (s + 2 * B) + N (L + 1) (s + 2 * B) := by
    intro L
    induction B with
    | zero => simp
    | succ n ih =>
      have e : s + 2 * ((n + 1 : ℕ) : ℤ) = s + 2 * n + 2 := by push_cast; ring
      rw [Finset.sum_range_succ, ih, e, doubleDiff]
      ring
  -- telescope in the orbital direction
  rw [Finset.sum_congr rfl (fun (L : ℕ) _ => inner L)]
  induction A with
  | zero => simp
  | succ n ih =>
    rw [Finset.sum_range_succ, ih]
    push_cast
    ring

/-- For a table with finitely many nonzero entries, the double differences summed over all
`L ≥ 0` and all `S = s₀, s₀ + 1, …` give the single entry `N(0, s₀)`; here `s = 2 s₀`. -/
theorem finsum_doubleDiff (N : ℤ → ℤ → ℤ)
    (hN : {p : ℤ × ℤ | N p.1 p.2 ≠ 0}.Finite) (s : ℤ) :
    ∑ᶠ p : ℕ × ℕ, doubleDiff N p.1 (s + 2 * p.2) = N 0 s := by
  -- a bound beyond which the table vanishes
  obtain ⟨K, hK⟩ : ∃ K : ℕ, ∀ a b : ℤ, N a b ≠ 0 → a.natAbs + (b - s).natAbs ≤ K :=
    ⟨hN.toFinset.sup (fun p => p.1.natAbs + (p.2 - s).natAbs), fun a b h =>
      Finset.le_sup (f := fun p : ℤ × ℤ => p.1.natAbs + (p.2 - s).natAbs)
        (hN.mem_toFinset.2 (show (a, b) ∈ {p : ℤ × ℤ | N p.1 p.2 ≠ 0} from h))⟩
  obtain ⟨B, hB⟩ : ∃ B : ℕ, ∀ a b : ℤ, ((B : ℤ) ≤ a ∨ s + 2 * B ≤ b) → N a b = 0 := by
    refine ⟨K + 1, fun a b hab => ?_⟩
    by_contra h
    have := hK a b h
    omega
  have hsup : Function.support (fun p : ℕ × ℕ => doubleDiff N p.1 (s + 2 * p.2))
      ⊆ ↑(Finset.range B ×ˢ Finset.range B) := by
    intro p hp
    rw [Finset.mem_coe, Finset.mem_product, Finset.mem_range, Finset.mem_range]
    by_contra hc
    have z : ∀ a b : ℤ, (p.1 : ℤ) ≤ a → s + 2 * p.2 ≤ b → N a b = 0 :=
      fun a b ha hb => hB a b (by omega)
    refine hp ?_
    show doubleDiff N p.1 (s + 2 * p.2) = 0
    have h1 := z p.1 (s + 2 * p.2) (by omega) (by omega)
    have h2 := z (p.1 + 1) (s + 2 * p.2) (by omega) (by omega)
    have h3 := z p.1 (s + 2 * p.2 + 2) (by omega) (by omega)
    have h4 := z (p.1 + 1) (s + 2 * p.2 + 2) (by omega) (by omega)
    rw [doubleDiff, h1, h2, h3, h4]
    norm_num
  rw [finsum_eq_sum_of_support_subset _ hsup, Finset.sum_product]
  refine (sum_doubleDiff N s B B).trans ?_
  linarith [hB B s (Or.inl le_rfl), hB 0 (s + 2 * B) (Or.inr le_rfl),
    hB B (s + 2 * B) (Or.inl le_rfl)]

/-- In the table of a collection of LS terms, the double difference at `(L, S)` is the number
of times the term with these quantum numbers occurs. -/
theorem doubleDiff_termTable (T : Multiset (ℕ × ℕ)) (L S2 : ℕ) :
    doubleDiff (termTable T) L S2 = T.count (L, S2) := by
  induction T using Multiset.induction_on with
  | empty => simp [doubleDiff, termTable]
  | cons t T ih =>
    -- a single term is seen only at its own corner
    have h : doubleDiff (termStates t) L S2 = if (L, S2) = t then 1 else 0 := by
      obtain ⟨a, b⟩ := t
      simp only [doubleDiff, termStates, Prod.mk.injEq]
      split_ifs <;> omega
    have e : doubleDiff (termTable (t ::ₘ T)) L S2
        = doubleDiff (termStates t) L S2 + doubleDiff (termTable T) L S2 := by
      simp only [doubleDiff, termTable, Multiset.map_cons, Multiset.sum_cons]
      ring
    rw [e, h, ih, Multiset.count_cons]
    split_ifs <;> simp [add_comm]

/-- Two collections of LS terms with the same table of states are the same collection. -/
theorem terms_unique {T T' : Multiset (ℕ × ℕ)} (h : termTable T = termTable T') : T = T' := by
  refine Multiset.ext.2 ?_
  rintro ⟨L, S2⟩
  have a := doubleDiff_termTable T L S2
  rw [h, doubleDiff_termTable T' L S2] at a
  exact_mod_cast a.symm

/-- The number of LS terms is the number of states with `ML = 0` and `MS = 0` plus the number
with `ML = 0` and `MS = 1/2`. -/
theorem card_terms (T : Multiset (ℕ × ℕ)) :
    (T.card : ℤ) = termTable T 0 0 + termTable T 0 1 := by
  induction T using Multiset.induction_on with
  | empty => simp [termTable]
  | cons t T ih =>
    have h : termStates t 0 0 + termStates t 0 1 = 1 := by
      simp only [termStates]
      split_ifs <;> omega
    simp only [termTable, Multiset.map_cons, Multiset.sum_cons, Multiset.card_cons] at ih ⊢
    push_cast
    linarith

/-- The determinant table of any shell and electron number has finitely many nonzero entries. -/
theorem detTable_finite (l n : ℕ) : {p : ℤ × ℤ | detTable l n p.1 p.2 ≠ 0}.Finite := by
  refine ((Finset.powersetCard n (Finset.univ : Finset (Fin (2 * l + 1) × Bool))).image
    (fun D => (detML D, detM2 D))).finite_toSet.subset ?_
  intro p hp
  have hp' : detTable l n p.1 p.2 ≠ 0 := hp
  rw [detTable, Nat.cast_ne_zero, Finset.card_ne_zero] at hp'
  obtain ⟨D, hD⟩ := hp'
  rw [Finset.mem_filter] at hD
  exact Finset.mem_coe.2 (Finset.mem_image.2 ⟨D, hD.1, Prod.ext hD.2.2 hD.2.1⟩)

/-- For five d electrons the double differences of the determinant table, summed over all
`L ≥ 0` and `S = 1/2, 3/2, …`, give 16. -/
theorem d5_finsum :
    ∑ᶠ p : ℕ × ℕ, doubleDiff (detTable 2 5) p.1 (1 + 2 * p.2) = 16 :=
  (finsum_doubleDiff _ (detTable_finite 2 5) 1).trans (by decide +kernel)

/-- Any collection of LS terms that reproduces the determinant table of five d electrons
has exactly 16 members. -/
theorem d5_card_terms (T : Multiset (ℕ × ℕ)) (h : termTable T = detTable 2 5) :
    T.card = 16 := by
  have h0 : detTable 2 5 0 0 = 0 := by decide +kernel
  have h1 : detTable 2 5 0 1 = 16 := by decide +kernel
  have hc := card_terms T
  rw [h, h0, h1] at hc
  exact_mod_cast hc


/-- The terms ⁶S, ⁴G, ⁴F, ⁴D, ⁴P, ²I, ²H, ²G (twice), ²F (twice), ²D (three times), ²P and ²S,
written as pairs `(L, 2S)`, reproduce the determinant table of five d electrons. -/
theorem d5_terms_witness :
    termTable {(0, 5), (4, 3), (3, 3), (2, 3), (1, 3), (6, 1), (5, 1), (4, 1), (4, 1),
      (3, 1), (3, 1), (2, 1), (2, 1), (2, 1), (1, 1), (0, 1)} = detTable 2 5 := by
  generalize hT : ({(0, 5), (4, 3), (3, 3), (2, 3), (1, 3), (6, 1), (5, 1), (4, 1), (4, 1),
      (3, 1), (3, 1), (2, 1), (2, 1), (2, 1), (1, 1), (0, 1)} : Multiset (ℕ × ℕ)) = T
  -- compare the tables inside a box of projections
  have box : ∀ ML ∈ Finset.Icc (-6 : ℤ) 6, ∀ M2 ∈ Finset.Icc (-5 : ℤ) 5,
      termTable T ML M2 = detTable 2 5 ML M2 := by
    subst hT
    decide +kernel
  have hterm : ∀ t ∈ T, t.1 ≤ 6 ∧ t.2 ≤ 5 := by
    subst hT
    decide +kernel
  -- no determinant lies outside the box
  have hout : ((Finset.powersetCard 5 (Finset.univ : Finset (Fin (2 * 2 + 1) × Bool))).filter
      fun D => ¬(-6 ≤ detML D ∧ detML D ≤ 6 ∧ -5 ≤ detM2 D ∧ detM2 D ≤ 5)).card = 0 := by
    decide +kernel
  funext ML M2
  by_cases h : -6 ≤ ML ∧ ML ≤ 6 ∧ -5 ≤ M2 ∧ M2 ≤ 5
  · exact box ML (Finset.mem_Icc.2 ⟨h.1, h.2.1⟩) M2 (Finset.mem_Icc.2 h.2.2)
  -- outside the box both tables vanish
  · have hd : detTable 2 5 ML M2 = 0 := by
      rw [detTable, Nat.cast_eq_zero, Finset.card_eq_zero, Finset.filter_eq_empty_iff]
      intro D hD hc
      have hb : ¬¬(-6 ≤ detML D ∧ detML D ≤ 6 ∧ -5 ≤ detM2 D ∧ detM2 D ≤ 5) :=
        Finset.filter_eq_empty_iff.1 (Finset.card_eq_zero.1 hout) hD
      rw [hc.1, hc.2] at hb
      exact hb h
    rw [hd, termTable]
    refine Multiset.sum_eq_zero fun x hx => ?_
    obtain ⟨t, ht, rfl⟩ := Multiset.mem_map.1 hx
    have hb := hterm t ht
    exact if_neg (by omega)

end LSTermCounting
```

```lean
#print axioms LSTermCounting.doubleDiff_termTable
#print axioms LSTermCounting.terms_unique
#print axioms LSTermCounting.d5_finsum
#print axioms LSTermCounting.d5_card_terms
```

```
'LSTermCounting.doubleDiff_termTable' depends on axioms: [propext, Classical.choice, Quot.sound]
'LSTermCounting.terms_unique' depends on axioms: [propext, Classical.choice, Quot.sound]
'LSTermCounting.d5_finsum' depends on axioms: [propext, Classical.choice, Quot.sound]
'LSTermCounting.d5_card_terms' depends on axioms: [propext, Classical.choice, Quot.sound]
```

## What the theorems say about tables and terms

The double difference of a table is

$$D(L,S)=N(L,S)-N(L+1,S)-N(L,S+1)+N(L+1,S+1).$$

In `doubleDiff` the unit step in $S$ appears as `S2 + 2`. The theorem `finsum_doubleDiff` takes any integer table with finitely many nonzero entries and any starting value $s_0$, integer or half-integer, and states

$$\sum_{L\ge 0}\ \sum_{k\ge 0} D(L,s_0+k)=N(0,s_0).$$

The Lean variable `s` is $2s_0$. Some condition on the table is needed: a table filled with ones has $D=0$ everywhere, but $N(0,s_0)=1$.

A collection of terms is a `Multiset (ℕ × ℕ)` of pairs $(L,2S)$, so that a term may occur several times, and `termTable` adds up its states. For such a table, `doubleDiff_termTable` identifies $D(L,S)$ as the number of times the term $(L,S)$ occurs. By `terms_unique` the table therefore determines the terms, and by `card_terms` their number is $N(0,0)+N(0,\tfrac12)$.

For five d electrons, the double differences starting at $S=\tfrac12$ sum to 16 (`d5_finsum`), and every collection that reproduces the determinant table has 16 members (`d5_card_terms`). The list in `d5_terms_witness` does reproduce it.

## Determinants of a shell and the terms they form

A spin orbital is an element of `Fin (2 * l + 1) × Bool`. The first component, minus $l$, is the orbital projection $m$; `true` is spin up and `false` spin down. A determinant is a set of occupied spin orbitals, which builds in the Pauli principle, and `detTable l n` counts the sets with $n$ elements.

No wave functions or angular momentum operators occur here. That the antisymmetric states of the shell split into multiplets of $\hat L$ and $\hat S$, so that the physical terms satisfy the hypothesis `termTable T = detTable 2 5`, comes from angular momentum theory and is not derived in Lean.

## Telescoping in spin, then in orbital momentum

Put $g(L,S)=N(L,S)-N(L+1,S)$, so that $D(L,S)=g(L,S)-g(L,S+1)$. Summing over $B$ spin values leaves $g(L,s_0)-g(L,s_0+B)$. Summing this over $L=0,\dots,A-1$ leaves the four corners

$$N(0,s_0)-N(A,s_0)-N(0,s_0+B)+N(A,s_0+B).$$

This is `sum_doubleDiff`, with one induction for each direction; for $A=0$ or $B=0$ both sides are zero.

If the table has finite support, there is a $B$ such that $N$ vanishes whenever $M_L\ge B$ or $M_S\ge s_0+B$. Take $A=B$. Three corners are then zero, and so is every $D(L,s_0+k)$ with $L\ge B$ or $k\ge B$, because all four of its entries vanish. The finite sum is already the whole sum.

## From `∑ᶠ` to a finite square

The symbol `∑ᶠ` sums a function over a possibly infinite type, here `ℕ × ℕ`, without any notion of convergence. It is the ordinary sum if the function has finite support, and zero otherwise, so the support has to be located before the sum can be evaluated. The step `hsup` places it inside `Finset.range B ×ˢ Finset.range B`, and `finsum_eq_sum_of_support_subset` then replaces `∑ᶠ` by a sum over that square, to which `sum_doubleDiff` applies.

## Why differences and central states count terms

The table of a single term $(L',S')$ is a product $a(M_L)\,b(M_S)$ of two indicator functions. For $L,S\ge 0$,

$$a(L)-a(L+1)=\delta_{LL'},\qquad b(S)-b(S+1)=\delta_{SS'},$$

so $D(L,S)=\delta_{LL'}\delta_{SS'}$. Adding over the collection gives the number of times $(L,S)$ occurs. Each term also has exactly one state with $M_L=0$ and $M_S\in\{0,\tfrac12\}$: the first value if $S$ is an integer, the second if it is a half-integer. Lean proves both facts by induction on the multiset, with `split_ifs` and `omega` settling the single term.

For d⁵, $M_S$ is a half-integer, so $N(0,0)=0$. At $M_S=\tfrac12$ there are three electrons with spin up and two with spin down. The ten pairs of distinct $m$ values have sums $0,\pm1,\pm2,\pm3$, occurring $2,2,1,1$ times for each sign. The ten triples are their complements and have the same distribution. Opposite sums combine to $M_L=0$, hence

$$N(0,\tfrac12)=2^2+2\,(2^2+1^2+1^2)=16.$$

Lean obtains this number with `decide +kernel`, by enumerating the determinants. `detTable_finite` supplies the finite support, since every nonzero entry belongs to one of finitely many determinants. For the explicit list, the two tables are compared for $|M_L|\le 6$ and $|M_S|\le\tfrac52$, and both vanish elsewhere.

## The three ²D terms and a 16-dimensional block

The number of ²D terms in d⁵ follows from four entries of the table:

$$D(2,\tfrac12)=N(2,\tfrac12)-N(3,\tfrac12)-N(2,\tfrac32)+N(3,\tfrac32)=12-8-3+2=3.$$

In a configuration-interaction calculation restricted to one d shell, with a spherical Hamiltonian and no spin–orbit coupling, the determinants with $M_L=0$ and $M_S=\tfrac12$ form a block of dimension 16, provided that they are built from the complex orbitals with definite $m$. Diagonalising it gives one eigenvalue for each term of d⁵. In a basis of common eigenstates of $\hat L^2$ and $\hat S^2$, the three ²D energies come from a $3\times3$ block.
